# Row averages of an antisymmetric electronegativity-difference table give its least-squares scale, unique up to a constant

Suppose that a parametrisation script is to turn data about pairs of elements into one electronegativity per element. If the data are a full table of differences, this step can be a row average: add the entries in an element's row and divide by the number of elements. For an antisymmetric table, the result is a least-squares fit, and no linear system has to be solved.

For $n\ge 1$ elements, let $d_{ij}$ be an estimate, obtained separately for each pair, of the electronegativity of element $i$ minus that of element $j$, with $d_{ij}=-d_{ji}$. Write $x_i$ for a trial electronegativity, often called $\chi_i$ in textbooks, and define

$$S(x)=\sum_{i,j}(d_{ij}-x_i+x_j)^2,\qquad m_i=\frac1n\sum_j d_{ij}.$$

Then, for every scale $x$,

$$S(x)=S(m)+\sum_{i,j}\bigl((x_i-m_i)-(x_j-m_j)\bigr)^2 .$$

So $m$ minimises $S$, and the minimisers are exactly the scales $m_i+c$ with a real constant $c$.

## The free constant in charge equilibration

Differences carry no information about the zero of the scale, which can be set by a convention or by other data. Assigning the value $a$ to a reference element $r$ selects the single minimiser $x_i=a+m_i-m_r$.

In a charge-equilibration model where the fitted values, up to a common conversion factor, enter the energy only through $\sum_A \chi_A q_A$, with $q_A$ the charge of atom $A$, and the total charge $Q$ is fixed, this choice doesn't affect the charges. Shifting every $\chi_A$ by $c$ adds the constant $cQ$ to the energy.

The smallest misfit is a consistency check on the data:

$$S(m)=\sum_{i,j}d_{ij}^2-2n\sum_i m_i^2 .$$

In floating point this subtraction loses digits when the table is nearly consistent, and summing the squared residuals is then safer.

## From vanishing row sums to the minimum

Exchanging the summation labels and using antisymmetry gives

$$\sum_{i,j}d_{ij}=\sum_{i,j}d_{ji}=-\sum_{i,j}d_{ij},$$

so the total is zero, and therefore $\sum_i m_i=0$. Define the residuals $e_{ij}=d_{ij}-m_i+m_j$. Along each row,

$$\sum_j e_{ij}=nm_i-nm_i+\sum_j m_j=0 .$$

These are the normal equations. Since $e_{ji}=-e_{ij}$, the column sums vanish too.

For any scale $x$, put $u_i=x_i-m_i$. Then $d_{ij}-x_i+x_j=e_{ij}-(u_i-u_j)$, and squaring and summing gives

$$S(x)=S(m)-2\sum_{i,j}e_{ij}(u_i-u_j)+\sum_{i,j}(u_i-u_j)^2 .$$

The cross term is zero, because

$$\sum_{i,j}e_{ij}(u_i-u_j)=\sum_i u_i\sum_j e_{ij}-\sum_j u_j\sum_i e_{ij}=0 .$$

The remaining sum of squares is nonnegative, so $S(m)\le S(x)$. Equality requires $u_i=u_j$ for all pairs, which means $x_i=m_i+c$. Conversely, a constant shift cancels in every difference and leaves $S$ unchanged. Imposing $x_r=a$ then gives $c=a-m_r$.

Setting $x=0$ in the decomposition yields the smallest misfit, since

$$\sum_{i,j}(m_i-m_j)^2=2n\sum_i m_i^2-2\Bigl(\sum_i m_i\Bigr)^2=2n\sum_i m_i^2 .$$

The misfit of $m$ is zero exactly when $d_{ij}+d_{jk}=d_{ik}$ for all triples. If it is zero, then $d_{ij}=m_i-m_j$, and the triple relation follows by addition. If the relation holds, summing it over $k$ gives $nd_{ij}+nm_j=nm_i$, so every residual vanishes.

A cycle shows that antisymmetry alone doesn't ensure this. With $d_{12}=d_{23}=d_{31}=1$ and the opposite entries $-1$, all row averages are zero and $S(m)=6$.

## Lean definitions and theorems

```lean
import Mathlib

open Finset

namespace ElectronegativityLeastSquares

noncomputable section

variable {ι : Type*} [Fintype ι]

/-- The total squared misfit, over ordered pairs of elements, between a table `d` of
electronegativity differences and the differences `x i - x j` of a scale `x`. -/
def misfit (d : ι → ι → ℝ) (x : ι → ℝ) : ℝ :=
  ∑ i, ∑ j, (d i j - x i + x j) ^ 2

/-- The average scale: each element of a nonempty finite set receives the mean of its row
in the table of differences. -/
def meanScale (d : ι → ι → ℝ) (i : ι) : ℝ :=
  (∑ j, d i j) / (Fintype.card ι : ℝ)

/-- The number of elements times the average-scale value of an element is its row sum. -/
theorem card_mul_meanScale (d : ι → ι → ℝ) (i : ι) :
    (Fintype.card ι : ℝ) * meanScale d i = ∑ j, d i j := by
  have : Nonempty ι := ⟨i⟩
  have hn : (Fintype.card ι : ℝ) ≠ 0 := Nat.cast_ne_zero.mpr Fintype.card_ne_zero
  unfold meanScale
  field_simp

/-- For an antisymmetric table the values of the average scale sum to zero. -/
theorem sum_meanScale {d : ι → ι → ℝ} (hd : ∀ i j, d i j = -d j i) :
    ∑ i, meanScale d i = 0 := by
  have h : ∑ i, ∑ j, d i j = -∑ i, ∑ j, d i j := by
    calc ∑ i, ∑ j, d i j = ∑ i, ∑ j, d j i := Finset.sum_comm
      _ = ∑ i, ∑ j, -d i j :=
        sum_congr rfl fun i _ => sum_congr rfl fun j _ => hd j i
      _ = -∑ i, ∑ j, d i j := by simp only [Finset.sum_neg_distrib]
  have h0 : ∑ i, ∑ j, d i j = 0 := by linarith
  simp only [meanScale]
  rw [← Finset.sum_div, h0, zero_div]

/-- Normal equations: for an antisymmetric table the residuals of the average scale sum to
zero along every row. -/
theorem residual_row_sum {d : ι → ι → ℝ} (hd : ∀ i j, d i j = -d j i) (i : ι) :
    ∑ j, (d i j - meanScale d i + meanScale d j) = 0 := by
  rw [Finset.sum_add_distrib, Finset.sum_sub_distrib, sum_meanScale hd,
    ← card_mul_meanScale d i]
  simp

/-- For an antisymmetric table the misfit of any scale is the misfit of the average scale
plus the sum of squared differences of the deviations from the average scale. -/
theorem misfit_eq_add {d : ι → ι → ℝ} (hd : ∀ i j, d i j = -d j i) (x : ι → ℝ) :
    misfit d x = misfit d (meanScale d) +
      ∑ i, ∑ j, ((x i - meanScale d i) - (x j - meanScale d j)) ^ 2 := by
  -- the two halves of the cross term vanish by the row and column sums of the residuals
  have h1 : ∑ i, ∑ j, (d i j - meanScale d i + meanScale d j) * (x i - meanScale d i) = 0 :=
    Finset.sum_eq_zero fun i _ => by
      rw [← Finset.sum_mul, residual_row_sum hd i, zero_mul]
  have h2 : ∑ i, ∑ j, (d i j - meanScale d i + meanScale d j) * (x j - meanScale d j) = 0 := by
    rw [Finset.sum_comm]
    refine Finset.sum_eq_zero fun j _ => ?_
    have hc : ∑ i, (d i j - meanScale d i + meanScale d j)
        = -∑ i, (d j i - meanScale d j + meanScale d i) := by
      rw [← Finset.sum_neg_distrib]
      exact sum_congr rfl fun i _ => by linarith [hd i j]
    rw [← Finset.sum_mul, hc, residual_row_sum hd j, neg_zero, zero_mul]
  have key : ∑ i, ∑ j, (d i j - x i + x j) ^ 2
      = ∑ i, ∑ j, (d i j - meanScale d i + meanScale d j) ^ 2
        + ∑ i, ∑ j, ((x i - meanScale d i) - (x j - meanScale d j)) ^ 2
        - 2 * ∑ i, ∑ j, (d i j - meanScale d i + meanScale d j) * (x i - meanScale d i)
        + 2 * ∑ i, ∑ j, (d i j - meanScale d i + meanScale d j) * (x j - meanScale d j) := by
    simp only [Finset.mul_sum, ← Finset.sum_add_distrib, ← Finset.sum_sub_distrib]
    exact sum_congr rfl fun i _ => sum_congr rfl fun j _ => by ring
  rw [h1, h2] at key
  unfold misfit
  linarith

/-- If a double sum of real squares is not positive, every term vanishes. -/
theorem eq_zero_of_sum_sq_le {f : ι → ι → ℝ} (h : ∑ i, ∑ j, f i j ^ 2 ≤ 0) (i j : ι) :
    f i j = 0 := by
  have h1 : f i j ^ 2 ≤ ∑ j, f i j ^ 2 :=
    Finset.single_le_sum (f := fun j => f i j ^ 2) (fun _ _ => sq_nonneg _) (mem_univ j)
  have h2 : ∑ j, f i j ^ 2 ≤ ∑ i, ∑ j, f i j ^ 2 :=
    Finset.single_le_sum (f := fun i => ∑ j, f i j ^ 2)
      (fun _ _ => Finset.sum_nonneg fun _ _ => sq_nonneg _) (mem_univ i)
  exact (pow_eq_zero_iff two_ne_zero).mp (le_antisymm (by linarith) (sq_nonneg _))

/-- For an antisymmetric table on a nonempty finite set of elements, the average scale
minimises the misfit, and the minimisers are exactly its shifts by a constant. -/
theorem meanScale_minimises [Nonempty ι] {d : ι → ι → ℝ} (hd : ∀ i j, d i j = -d j i) :
    (∀ y, misfit d (meanScale d) ≤ misfit d y) ∧
    ∀ x, (∀ y, misfit d x ≤ misfit d y) ↔ ∃ c : ℝ, ∀ i, x i = meanScale d i + c := by
  have hmin : ∀ y, misfit d (meanScale d) ≤ misfit d y := by
    intro y
    have h := misfit_eq_add hd y
    have h0 : 0 ≤ ∑ i, ∑ j, ((y i - meanScale d i) - (y j - meanScale d j)) ^ 2 :=
      Finset.sum_nonneg fun _ _ => Finset.sum_nonneg fun _ _ => sq_nonneg _
    linarith
  refine ⟨hmin, fun x => ⟨fun hx => ?_, ?_⟩⟩
  · -- equal misfits force all deviations from the average scale to coincide
    have hs : ∑ i, ∑ j, ((x i - meanScale d i) - (x j - meanScale d j)) ^ 2 ≤ 0 := by
      linarith [hx (meanScale d), misfit_eq_add hd x]
    obtain ⟨k⟩ := ‹Nonempty ι›
    refine ⟨x k - meanScale d k, fun i => ?_⟩
    have h : (x i - meanScale d i) - (x k - meanScale d k) = 0 :=
      eq_zero_of_sum_sq_le
        (f := fun i j => (x i - meanScale d i) - (x j - meanScale d j)) hs i k
    linarith
  · rintro ⟨c, hc⟩ y
    have h : misfit d x = misfit d (meanScale d) := by
      unfold misfit
      refine sum_congr rfl fun i _ => sum_congr rfl fun j _ => ?_
      rw [hc i, hc j]
      ring
    exact h.le.trans (hmin y)

/-- For an antisymmetric table, assigning the value `a` to a reference element `r` selects
exactly one least-squares scale, the average scale shifted to take the value `a` at `r`. -/
theorem minimiser_with_reference {d : ι → ι → ℝ} (hd : ∀ i j, d i j = -d j i)
    (r : ι) (a : ℝ) (x : ι → ℝ) :
    (x r = a ∧ ∀ y, misfit d x ≤ misfit d y) ↔
      ∀ i, x i = a + (meanScale d i - meanScale d r) := by
  have : Nonempty ι := ⟨r⟩
  rw [(meanScale_minimises hd).2 x]
  constructor
  · rintro ⟨hr, c, hc⟩ i
    linarith [hc i, hc r]
  · intro h
    exact ⟨by linarith [h r], a - meanScale d r, fun i => by linarith [h i]⟩

/-- For an antisymmetric table the misfit of the average scale is the sum of the squared
entries minus twice the number of elements times the sum of the squared scale values. -/
theorem misfit_meanScale {d : ι → ι → ℝ} (hd : ∀ i j, d i j = -d j i) :
    misfit d (meanScale d) =
      ∑ i, ∑ j, d i j ^ 2 - 2 * (Fintype.card ι : ℝ) * ∑ i, meanScale d i ^ 2 := by
  -- compare the average scale with the scale that is zero everywhere
  have h := misfit_eq_add hd (fun _ => 0)
  have h1 : misfit d (fun _ => 0) = ∑ i, ∑ j, d i j ^ 2 := by simp [misfit]
  have inner : ∀ i, ∑ j, ((0 - meanScale d i) - (0 - meanScale d j)) ^ 2
      = (Fintype.card ι : ℝ) * meanScale d i ^ 2 + ∑ j, meanScale d j ^ 2 := by
    intro i
    have e : ∑ j, ((0 - meanScale d i) - (0 - meanScale d j)) ^ 2
        = ∑ j, (meanScale d i ^ 2 + meanScale d j ^ 2
          - 2 * meanScale d i * meanScale d j) :=
      sum_congr rfl fun j _ => by ring
    rw [e, Finset.sum_sub_distrib, Finset.sum_add_distrib, ← Finset.mul_sum,
      sum_meanScale hd]
    simp
  rw [h1] at h
  simp only [inner, Finset.sum_add_distrib, ← Finset.mul_sum, Finset.sum_const,
    Finset.card_univ, nsmul_eq_mul] at h
  linarith

/-- The average scale reproduces a table without misfit if and only if the differences are
additive along every triple of elements. -/
theorem misfit_eq_zero_iff (d : ι → ι → ℝ) :
    misfit d (meanScale d) = 0 ↔ ∀ i j k, d i j + d j k = d i k := by
  constructor
  · intro h i j k
    have hz : ∀ i j, d i j - meanScale d i + meanScale d j = 0 :=
      eq_zero_of_sum_sq_le (f := fun i j => d i j - meanScale d i + meanScale d j) h.le
    linarith [hz i j, hz j k, hz i k]
  · intro h
    refine Finset.sum_eq_zero fun i _ => Finset.sum_eq_zero fun j _ => ?_
    have : Nonempty ι := ⟨i⟩
    have hn : (Fintype.card ι : ℝ) ≠ 0 := Nat.cast_ne_zero.mpr Fintype.card_ne_zero
    -- summing the triple relation over the third element gives the difference of row sums
    have hs : ∑ k, d i k = ∑ k, (d i j + d j k) := sum_congr rfl fun k _ => (h i j k).symm
    rw [Finset.sum_add_distrib, Finset.sum_const, Finset.card_univ, nsmul_eq_mul] at hs
    have hz : d i j - meanScale d i + meanScale d j = 0 := by
      apply mul_left_cancel₀ hn
      linear_combination -hs - card_mul_meanScale d i + card_mul_meanScale d j
    rw [hz]
    norm_num

/-- A table for three elements in which each exceeds the next by one unit around a cycle. -/
def cyclicTable : Fin 3 → Fin 3 → ℝ :=
  ![![0, 1, -1], ![-1, 0, 1], ![1, -1, 0]]

/-- The cyclic table is antisymmetric, its average scale is zero for all three elements, and
the misfit of that scale is 6. -/
theorem cyclicTable_witness :
    (∀ i j, cyclicTable i j = -cyclicTable j i) ∧
    (∀ i, meanScale cyclicTable i = 0) ∧
    misfit cyclicTable (meanScale cyclicTable) = 6 := by
  have hm : ∀ i, meanScale cyclicTable i = 0 := by
    intro i
    fin_cases i <;> norm_num [meanScale, cyclicTable, Fin.sum_univ_succ]
  refine ⟨?_, hm, ?_⟩
  · intro i j
    fin_cases i <;> fin_cases j <;> norm_num [cyclicTable]
  · simp only [misfit, hm]
    norm_num [cyclicTable, Fin.sum_univ_succ]

end

end ElectronegativityLeastSquares
```

```lean
#print axioms ElectronegativityLeastSquares.meanScale_minimises
#print axioms ElectronegativityLeastSquares.minimiser_with_reference
#print axioms ElectronegativityLeastSquares.misfit_meanScale
#print axioms ElectronegativityLeastSquares.misfit_eq_zero_iff
```

```
'ElectronegativityLeastSquares.meanScale_minimises' depends on axioms: [propext, Classical.choice, Quot.sound]
'ElectronegativityLeastSquares.minimiser_with_reference' depends on axioms: [propext, Classical.choice, Quot.sound]
'ElectronegativityLeastSquares.misfit_meanScale' depends on axioms: [propext, Classical.choice, Quot.sound]
'ElectronegativityLeastSquares.misfit_eq_zero_iff' depends on axioms: [propext, Classical.choice, Quot.sound]
```

## Complete tables with equal weights

The finite type `ι` is the set of elements, `d : ι → ι → ℝ` is the table and `x : ι → ℝ` is a scale. The function $S$ is `misfit`, and $m$ is `meanScale`. The hypothesis `hd` states antisymmetry. Physically, each pair has one estimated difference, stored with opposite signs in its two positions, and the diagonal is zero. The sum runs over ordered pairs, so the misfit is twice the value obtained by counting each pair once.

The main theorem, `meanScale_minimises`, says that for a nonempty set of elements and an antisymmetric table, the average scale has a misfit no larger than that of any other scale. It also says that a scale is a minimiser if and only if it equals the average scale plus one constant. For a single element every scale is a minimiser, in agreement with this statement.

The theorem `minimiser_with_reference` covers the choice of a reference value, and `misfit_meanScale` gives the smallest misfit. The criterion for a perfect fit, `misfit_eq_zero_iff`, needs no separate antisymmetry hypothesis.

All pairs are present and have equal weight. Getting from bond energies or other measurements to such a table is the step left to the user. Pauling's bond-energy relation gives only the square of a difference, so the sign has to be fixed separately. Missing pairs or unequal uncertainties can be treated by a weighted least-squares fit, which plain row averages generally don't solve. The theorems concern real numbers and say nothing about rounding.

The proof follows the derivation above:

- `card_mul_meanScale` clears the denominator in the average, and `sum_meanScale` exchanges the two sums with `Finset.sum_comm` to show that the scale sums to zero. `residual_row_sum` combines them into the normal equations.
- `misfit_eq_add` is the decomposition. Its steps `h1` and `h2` remove the two halves of the cross term by row and column sums, while `key` expands the square term by term with `ring`.
- `eq_zero_of_sum_sq_le` bounds one square by its row sum and the row sum by the double sum. If the double sum is not positive, each term is zero.
- `meanScale_minimises` gets the inequality from the decomposition. For uniqueness it picks an element `k` and uses its deviation `x k - meanScale d k` as the constant.
- `minimiser_with_reference` solves for the shift with `linarith`, and `misfit_meanScale` compares the average scale with the zero scale.
- `misfit_eq_zero_iff` adds residual equations in one direction and sums the triple relation in the other. `cyclicTable_witness` evaluates the three-element cycle case by case.

## When the two halves of the table disagree

A zero diagonal alone is not enough for row averages to be optimal. Take three elements with $d_{12}=d_{21}=1$ and all other entries zero. The row averages are $(1/3,1/3,0)$, with misfit $2+4/9$, whereas the zero scale has misfit $2$.

The result for antisymmetric tables still leads to a formula for an arbitrary real table. Split $d$ into its antisymmetric part $t_{ij}=(d_{ij}-d_{ji})/2$ and its symmetric part $s_{ij}=(d_{ij}+d_{ji})/2$. In the sum of squares, the product of $s_{ij}$ with the antisymmetric quantity $t_{ij}-x_i+x_j$ cancels between $(i,j)$ and $(j,i)$. The symmetric part therefore adds only the constant $\sum_{i,j}s_{ij}^2$, and a minimiser is

$$x_i=\frac1{2n}\sum_j(d_{ij}-d_{ji}),$$

again unique up to a constant. This extension and the counter-example before it rest on the short arguments given here and were not formalised. For a code that stores independent estimates in the two halves of a complete table, the formula amounts to antisymmetrising first and averaging rows afterwards.
